# An equal binary alloy with a semi-elliptic band has a nonreal coherent-potential solution at band centre exactly when d² < 4s

A: Take an equal mixture of atoms with levels d/2 and −d/2 on a semi-elliptic band whose width is set by s > 0. At band centre, the coherent-potential approximation (CPA) has a nonreal local Green function G if and only if d² < 4s. The retarded solution is then

G = −i √(4s − d²) / (2s),

and the density of states there is √(4s − d²)/(2πs).

Q: Before I believe that this is about alloys, tell me what s is and what equation G obeys.

A: The CPA replaces the random alloy by a uniform medium with a self-energy S, the same on every site. G is the local Green function of that medium at energy z. For a semi-elliptic band the two are tied by

G (z − S − sG) = 1.

This is the postulate about the host: the surroundings of a site act back on it through a term sG, proportional to the local Green function itself. With S = 0 the equation reads sG² − zG + 1 = 0, and for real z its roots are nonreal exactly when z² < 4s. So the pure band runs from −2√s to 2√s, its centre is z = 0, and the threshold |d| = 2√s is half its full width.

Q: And the alloy enters through the scattering?

A: Yes. An atom with level e, placed in the medium, scatters with the single-site t-matrix

t = (e − S) / (1 − (e − S)G).

The CPA chooses S so that the average of t over the components vanishes.

Q: Show me the threshold by hand, then.

A: First solve the medium equation for S:

S = z − sG − 1/G.

Write D = z − e − sG. Then

e − S = 1/G − D,

1 − (e − S)G = GD,

t = (1/G − D)/(GD) = 1/(G²D) − 1/G.

Let the components have concentrations cᵢ that sum to one, levels eᵢ and denominators Dᵢ = z − eᵢ − sG. Averaging gives

Σ cᵢtᵢ = (Σ cᵢ/Dᵢ − G) / G²,

so the CPA condition is G = Σ cᵢ/Dᵢ. Now set z = 0, c₀ = c₁ = 1/2, e₀ = d/2 and e₁ = −d/2. The two fractions combine to

G = −sG / (s²G² − d²/4).

Divide by G and rearrange:

G² = (d² − 4s) / (4s²).

The right side is real. A nonreal G with a real square is purely imaginary, and its square is negative, so d² < 4s. Conversely, if d² < 4s, the two roots ±i√(4s − d²)/(2s) are nonreal, and the one with negative imaginary part is retarded.

Q: That I accept. My doubt is whether the Lean file says the same thing. Where is the medium?

A: In the first definition. Energies and Green functions are complex numbers, while s is real.

```lean
import Mathlib

open Complex

namespace CoherentPotentialSplitting

noncomputable section

/-- Self-energy of an effective medium with a semi-elliptic band, at energy `z` and with
local Green function `G ≠ 0`; the parameter `s` sets the band width. -/
def selfEnergy (s : ℝ) (z G : ℂ) : ℂ := z - s * G - 1 / G
```

Q: So the self-energy is a function of G there, not an unknown.

A: It is the medium equation already solved for S. A theorem further down shows that the two forms are equivalent. The t-matrix is the textbook expression, with a real level `e`:

```lean
/-- Single-site t-matrix of an atom with level `e` in a medium with self-energy `S` and local
Green function `G`, for `1 - (e - S) G ≠ 0`. -/
def tMatrix (e : ℝ) (S G : ℂ) : ℂ := (e - S) / (1 - (e - S) * G)
```

The alloy itself is a finite family of components, indexed by `ι`, with concentrations `c` and levels `e`. The condition is that the weighted sum of t-matrices is zero:

```lean
/-- The coherent-potential condition: the t-matrices of the components, with levels `e i` and
concentrations `c i`, average to zero. Its domain is that of `selfEnergy` and `tMatrix`. -/
def IsCPA {ι : Type*} [Fintype ι] (c e : ι → ℝ) (s : ℝ) (z G : ℂ) : Prop :=
  ∑ i, (c i : ℂ) * tMatrix (e i) (selfEnergy s z G) G = 0
```

Q: Nothing there forces the concentrations to be positive or to add up to one.

A: No. The sum rule is a hypothesis of the general theorem that needs it, and positivity is never used. In the case at issue both concentrations are fixed at 1/2, so the question doesn't arise:

```lean
/-- The coherent-potential condition at band centre for an equal mixture of the levels
`d/2` and `-d/2`. -/
def IsCentreSolution (s d : ℝ) (G : ℂ) : Prop :=
  IsCPA (fun _ : Fin 2 => 1 / 2) ![d / 2, -(d / 2)] s 0 G
```

The energy argument is `0`, and the levels are `d / 2` for index 0 and `-(d / 2)` for index 1. The sign of `d` is free, since reversing it only swaps the two species.

Q: Now convince me that `selfEnergy` is the semi-elliptic medium and not just a convenient formula.

A: For nonzero G, this equivalence does it:

```lean
/-- For `G ≠ 0`, the semi-elliptic medium equation `G (z - S - s G) = 1` holds exactly when
`S` is the self-energy defined above. -/
theorem medium_equation_iff {s : ℝ} {z S G : ℂ} (hG : G ≠ 0) :
    G * (z - S - s * G) = 1 ↔ S = selfEnergy s z G := by
  constructor
  · intro h
    have h1 : 1 / G = z - S - s * G := by
      rw [div_eq_iff hG]
      linear_combination -h
    unfold selfEnergy
    rw [h1]
    ring
  · rintro rfl
    have h1 : 1 / G * G = 1 := one_div_mul_cancel hG
    unfold selfEnergy
    linear_combination h1
```

In one direction the proof divides the medium equation by G and reads off S. In the other it substitutes the formula for S and uses (1/G)·G = 1.

Q: Next would be the t-matrix.

A: The lemma follows the calculation above. Its `h1` is 1 − (e − S)G = GD and its `h2` is e − S = 1/G − D. After both are substituted, D is treated as a single nonzero quantity and the fractions are cleared.

```lean
/-- In the semi-elliptic medium the t-matrix of a level `e` is
`1 / (G² (z - e - s G)) - 1 / G`, if `G` and `z - e - s G` are nonzero. -/
theorem tMatrix_eq {s e : ℝ} {z G : ℂ} (hG : G ≠ 0) (hD : z - e - s * G ≠ 0) :
    tMatrix e (selfEnergy s z G) G = 1 / (G ^ 2 * (z - e - s * G)) - 1 / G := by
  have h0 : 1 / G * G = 1 := one_div_mul_cancel hG
  have h1 : 1 - (e - selfEnergy s z G) * G = G * (z - e - s * G) := by
    unfold selfEnergy
    linear_combination -h0
  have h2 : e - selfEnergy s z G = 1 / G - (z - e - s * G) := by
    unfold selfEnergy
    ring
  unfold tMatrix
  rw [h1, h2]
  generalize z - e - s * G = D at hD
  field_simp
```

Q: And the average?

A: Each weighted t-matrix is written as (cᵢ/Dᵢ − cᵢG)/G². Summing and using Σ cᵢ = 1 leaves one fraction over G², which vanishes exactly when its numerator does. This holds for any finite number of components and any complex energy, provided that G and every Dᵢ are nonzero.

```lean
/-- For concentrations that sum to one, the coherent-potential condition says that `G` is the
average of `1 / (z - e i - s G)`, if `G` and all these denominators are nonzero. -/
theorem isCPA_iff {ι : Type*} [Fintype ι] {c e : ι → ℝ} {s : ℝ} {z G : ℂ}
    (hc : ∑ i, c i = 1) (hG : G ≠ 0) (hD : ∀ i, z - e i - s * G ≠ 0) :
    IsCPA c e s z G ↔ G = ∑ i, (c i : ℂ) / (z - e i - s * G) := by
  have hc' : ∑ i, (c i : ℂ) = 1 := by exact_mod_cast hc
  have ht : ∀ i, (c i : ℂ) * tMatrix (e i) (selfEnergy s z G) G
      = ((c i : ℂ) / (z - e i - s * G) - c i * G) / G ^ 2 := by
    intro i
    have hi := hD i
    rw [tMatrix_eq hG hi]
    generalize z - e i - s * G = D at hi
    field_simp
  unfold IsCPA
  rw [Finset.sum_congr rfl (fun i _ => ht i), ← Finset.sum_div, Finset.sum_sub_distrib,
    ← Finset.sum_mul, hc', one_mul, div_eq_zero_iff]
  constructor
  · rintro (h | h)
    · exact (sub_eq_zero.mp h).symm
    · exact absurd h (pow_ne_zero 2 hG)
  · intro h
    exact Or.inl (sub_eq_zero.mpr h.symm)
```

For a single component it reduces to G = 1/(z − e − sG), the pure band with its centre moved to e.

Q: Those nonzero conditions worry me. Lean assigns a value to division by zero, so a spurious G could satisfy `IsCentreSolution`.

A: Not a nonreal one. At z = 0 the imaginary part of Dᵢ is −s Im G, because the levels are real. With s > 0 and Im G ≠ 0, neither G nor any Dᵢ can vanish, and the denominator of each t-matrix is their product. That is `hD` in the next proof. The rest adds the two fractions, clears the denominators and cancels a factor G; the converse multiplies the quadratic by G again.

```lean
/-- For `s > 0` and nonreal `G`, the band-centre condition of the equal mixture is the
quadratic equation `G² = (d² - 4s) / (4s²)`. -/
theorem centre_iff_sq {s d : ℝ} {G : ℂ} (hs : 0 < s) (hG : G.im ≠ 0) :
    IsCentreSolution s d G ↔ G ^ 2 = (((d ^ 2 - 4 * s) / (4 * s ^ 2) : ℝ) : ℂ) := by
  have hG0 : G ≠ 0 := by
    rintro rfl
    exact hG rfl
  have hsC : (s : ℂ) ≠ 0 := by exact_mod_cast hs.ne'
  -- a nonreal `G` keeps every denominator away from zero
  have hD : ∀ e : ℝ, (0 : ℂ) - e - s * G ≠ 0 := by
    intro e h
    have him := congrArg Complex.im h
    simp [hs.ne', hG] at him
  have h1 : (0 : ℂ) - (d : ℂ) / 2 - s * G ≠ 0 := by
    have h := hD (d / 2)
    push_cast at h
    exact h
  have h2 : (0 : ℂ) - -((d : ℂ) / 2) - s * G ≠ 0 := by
    have h := hD (-(d / 2))
    push_cast at h
    exact h
  have h4 : (4 : ℂ) * (s : ℂ) ^ 2 ≠ 0 := mul_ne_zero (by norm_num) (pow_ne_zero 2 hsC)
  unfold IsCentreSolution
  refine (isCPA_iff (by rw [Fin.sum_univ_two]; norm_num) hG0 (fun i => hD _)).trans ?_
  simp only [Fin.sum_univ_two, Matrix.cons_val_zero, Matrix.cons_val_one]
  push_cast
  rw [div_add_div _ _ h1 h2, eq_div_iff (mul_ne_zero h1 h2), eq_div_iff h4]
  constructor
  · intro h
    apply mul_left_cancel₀ hG0
    linear_combination 4 * h
  · intro h
    linear_combination (G / 4) * h
```

Q: A quadratic has two roots. Which one is the physics?

A: The retarded one, with Im G < 0, which gives a positive density of states. The next theorem says that G is a retarded solution at band centre if and only if d² < 4s and G has the stated value. It therefore covers existence, uniqueness and the closed form together.

The proof writes G = x + iy with y < 0. The imaginary part of G² is 2xy, and it must vanish, so x = 0. The real part then gives

4s − d² = (−2sy)².

Since −2sy is positive, the left side is positive too, and taking the square root fixes y. For the converse, the stated value is inserted into the quadratic.

```lean
/-- For `s > 0`, `G` is a retarded solution (`Im G < 0`) at band centre if and only if `d² < 4s` and
`G = -i √(4s - d²) / (2s)`. -/
theorem retarded_iff {s d : ℝ} {G : ℂ} (hs : 0 < s) :
    (G.im < 0 ∧ IsCentreSolution s d G) ↔
      (d ^ 2 < 4 * s ∧ G = ((-(√(4 * s - d ^ 2) / (2 * s)) : ℝ) : ℂ) * I) := by
  constructor
  · rintro ⟨hy, h⟩
    rw [centre_iff_sq hs hy.ne] at h
    have hre : G.re * G.re - G.im * G.im = (d ^ 2 - 4 * s) / (4 * s ^ 2) := by
      rw [← Complex.mul_re, ← pow_two, h, Complex.ofReal_re]
    have him : G.re * G.im + G.im * G.re = 0 := by
      rw [← Complex.mul_im, ← pow_two, h, Complex.ofReal_im]
    -- the square is real and `G` is not, so `G` is purely imaginary
    have hx : G.re = 0 := by
      apply mul_right_cancel₀ hy.ne
      linear_combination him / 2
    rw [hx, eq_div_iff (by positivity)] at hre
    have hsq : 4 * s - d ^ 2 = (-(2 * s * G.im)) ^ 2 := by linear_combination hre
    have hpos : 0 < -(2 * s * G.im) := by nlinarith [mul_pos hs (neg_pos.mpr hy)]
    have hlt : 0 < 4 * s - d ^ 2 := by
      rw [hsq]
      positivity
    refine ⟨by linarith, ?_⟩
    have hw : -(√(4 * s - d ^ 2) / (2 * s)) = G.im := by
      rw [hsq, Real.sqrt_sq hpos.le]
      field_simp
    rw [hw]
    apply Complex.ext <;> simp [hx]
  · rintro ⟨hd, hG⟩
    have hlt : 0 < 4 * s - d ^ 2 := by linarith
    have hw : 0 < √(4 * s - d ^ 2) / (2 * s) :=
      div_pos (Real.sqrt_pos.mpr hlt) (by linarith)
    have hw2 : (d ^ 2 - 4 * s) / (4 * s ^ 2) = -(√(4 * s - d ^ 2) / (2 * s)) ^ 2 := by
      rw [div_pow, Real.sq_sqrt hlt.le]
      ring
    have hy : G.im < 0 := by
      have him : G.im = -(√(4 * s - d ^ 2) / (2 * s)) := by
        rw [hG, Complex.mul_im, Complex.ofReal_re, Complex.ofReal_im, Complex.I_re, Complex.I_im]
        ring
      linarith
    refine ⟨hy, (centre_iff_sq hs hy.ne).mpr ?_⟩
    rw [hw2, hG, mul_pow, Complex.I_sq]
    push_cast
    ring
```

Q: But the threshold was announced for any nonreal G, not only for retarded ones.

A: The quadratic contains only G², so if G solves it, −G does too. A solution with Im G > 0 is turned into a retarded one by this change of sign, and the previous theorem applies. In the other direction, the retarded solution is itself the required nonreal G.

```lean
/-- For `s > 0`, the coherent-potential condition of the equal mixture has a nonreal solution at
band centre if and only if `d² < 4s`. -/
theorem band_splitting_threshold {s d : ℝ} (hs : 0 < s) :
    (∃ G : ℂ, G.im ≠ 0 ∧ IsCentreSolution s d G) ↔ d ^ 2 < 4 * s := by
  constructor
  · rintro ⟨G, hy, h⟩
    rcases lt_or_gt_of_ne hy with hneg | hpos
    · exact ((retarded_iff hs).mp ⟨hneg, h⟩).1
    · -- an advanced solution becomes a retarded one under `G ↦ -G`
      have hneg : (-G).im < 0 := by
        rw [Complex.neg_im]
        linarith
      have h' : IsCentreSolution s d (-G) := by
        rw [centre_iff_sq hs hneg.ne, neg_sq]
        exact (centre_iff_sq hs hy).mp h
      exact ((retarded_iff hs).mp ⟨hneg, h'⟩).1
  · intro hd
    have h := (retarded_iff hs).mpr ⟨hd, rfl⟩
    exact ⟨_, h.1.ne, h.2⟩
```

Q: The theorem's name speaks of band splitting, but I see a statement about one energy.

A: That is the right reading. The theorem locates the value of d² at which nonreal solutions at z = 0 cease to exist. It doesn't follow G to neighbouring energies, so the width of the gap that opens for larger d² would need the same condition solved at z ≠ 0. For d² ≥ 4s it also doesn't say which real value of G should be taken.

Q: And the density of states?

A: It is the local density −Im G/π, averaged over the two species and counted per site for one orbital and one spin direction. The proof inserts the imaginary part found above.

```lean
/-- For `s > 0`, the density of states `-Im G / π` of a retarded solution at band centre is
`√(4s - d²) / (2πs)`. -/
theorem centre_density_of_states {s d : ℝ} {G : ℂ} (hs : 0 < s) (hy : G.im < 0)
    (h : IsCentreSolution s d G) :
    -G.im / Real.pi = √(4 * s - d ^ 2) / (2 * Real.pi * s) := by
  have hG := ((retarded_iff hs).mp ⟨hy, h⟩).2
  have him : G.im = -(√(4 * s - d ^ 2) / (2 * s)) := by
    rw [hG, Complex.mul_im, Complex.ofReal_re, Complex.ofReal_im, Complex.I_re, Complex.I_im]
    ring
  rw [him, neg_neg, div_div]
  congr 1
  ring

end

end CoherentPotentialSplitting
```

```lean
#print axioms CoherentPotentialSplitting.medium_equation_iff
-- 'CoherentPotentialSplitting.medium_equation_iff' depends on axioms: [propext, Classical.choice, Quot.sound]
#print axioms CoherentPotentialSplitting.band_splitting_threshold
-- 'CoherentPotentialSplitting.band_splitting_threshold' depends on axioms: [propext, Classical.choice, Quot.sound]
#print axioms CoherentPotentialSplitting.centre_density_of_states
-- 'CoherentPotentialSplitting.centre_density_of_states' depends on axioms: [propext, Classical.choice, Quot.sound]
```

Q: Try the formula where I know the answer. What happens at d = 0?

A: The two species become identical and the alloy is a pure crystal. The formula gives

G = −i/√s,

with density 1/(π√s), which is the value of the pure semi-elliptic band at its centre. The self-energy is

S = −sG − 1/G = i√s − i√s = 0,

as it should be without disorder. At the other end, as d² rises towards 4s, G tends to zero and the density at band centre goes to zero as √(4s − d²).

Q: Then what has been idealised away?

A: The electrons don't interact, there is one orbital per site, and the disorder sits only in the site levels, not in the hopping. The semi-elliptic band is assumed and not derived from a lattice. Which species sits on one site is taken to be independent of the species on the others. The single-site condition is the CPA's own approximation, and it neglects correlated scattering from groups of sites. The threshold is derived within the CPA, and nothing here shows that an exact treatment of a given disordered alloy would have the same one.

Q: Is it of any use to someone who computes alloys?

A: For this non-interacting one-band model at equal composition, it gives a closed value with which the output of an iterative CPA solver at z = 0 can be compared. It also shows how the density at band centre falls as the levels of the two species move apart. For a real alloy, with several orbitals and a band of another shape, the number 4s would not carry over.

Q: So my objection shrinks to the choice of model.

A: Yes. Once the semi-elliptic medium and the single-site condition are granted, the formal condition is the usual CPA equation at z = 0, and the restriction to nonreal G keeps every denominator in it away from zero.
